# Hessians on the coordinate axes fix all quartic constants of a degree-four potential only for at most three modes

Let the potential be a real polynomial of degree at most 4 in $n$ vibrational coordinates. Its Hessians at the reference geometry and at one step forward and one step back along each axis give every cubic force constant, and every quartic constant with a repeated index, without error. They do not give the quartic constants with four different indices, so they fix the whole set of quartic constants exactly when $n\le 3$.

Vibrational perturbation theory beyond the harmonic level needs such constants, and they are commonly obtained by differencing Hessians at displaced geometries.

## Potential, force constants and displaced geometries

The potential $V(q)$ is an `MvPolynomial (Fin n) ℝ`. `Fin n` numbers the modes from 0, `pderiv i` is $\partial_i=\partial/\partial q_i$, and `eval x` inserts a geometry $x$.

In Lean 4 with Mathlib:

```lean
import Mathlib

open MvPolynomial

namespace QuarticForceField

noncomputable section

variable {n : ℕ}
```

The Hessian entry is $H_{ij}(x)=\partial_j\partial_iV(x)$. Its values at the reference geometry $0$ are the harmonic constants. This point need not be a minimum, and $H(0)$ need not be diagonal.

```lean
/-- The Hessian entry `∂²V/∂q_i∂q_j` at the geometry `x`. -/
def hess (V : MvPolynomial (Fin n) ℝ) (x : Fin n → ℝ) (i j : Fin n) : ℝ :=
  eval x (pderiv j (pderiv i V))
```

The constants $\phi_{ijk}$ and $\phi_{ijkl}$ are plain derivatives at $0$, with no factors $1/3!$ or $1/4!$ absorbed.

```lean
/-- The cubic force constant `φ_ijk`, a third derivative at the reference geometry. -/
def cubic (V : MvPolynomial (Fin n) ℝ) (i j k : Fin n) : ℝ :=
  eval 0 (pderiv k (pderiv j (pderiv i V)))

/-- The quartic force constant `φ_ijkl`, a fourth derivative at the reference geometry. -/
def quartic (V : MvPolynomial (Fin n) ℝ) (i j k l : Fin n) : ℝ :=
  eval 0 (pderiv l (pderiv k (pderiv j (pderiv i V))))
```

Write $e_k$ for the unit vector of mode $k$. The displaced geometry $te_k$ is `Pi.single k t`. `SameHessians h V W` says that two potentials $V$ and $W$ have equal Hessians at $0$ and at $\pm he_k$ for every $k$.

```lean
/-- Two potentials have the same Hessians at the reference geometry and at the
displacements `+h` and `-h` along every axis. -/
def SameHessians (h : ℝ) (V W : MvPolynomial (Fin n) ℝ) : Prop :=
  (∀ i j, hess V 0 i j = hess W 0 i j) ∧
  ∀ k i j, hess V (Pi.single k h) i j = hess W (Pi.single k h) i j ∧
    hess V (Pi.single k (-h)) i j = hess W (Pi.single k (-h)) i j
```

## (a) Derivative of a coordinate

Show that the coordinates are independent:
$$\partial_i q_p=\delta_{pi}.$$

A coordinate has slope 1 along itself and 0 along any other. The code splits into these two cases; `C` marks a constant polynomial.

```lean
/-- The coordinates are independent: `∂q_p/∂q_i` is the Kronecker delta. -/
theorem pderiv_coordinate (p i : Fin n) :
    pderiv i (X p : MvPolynomial (Fin n) ℝ) = C (if p = i then 1 else 0) := by
  by_cases h : p = i
  · subst h
    simp
  · simp [h, pderiv_X_of_ne h]
```

## (b) Degree after differentiation

Show that each derivative lowers the bound on the degree:
$$\deg p\le d+1\ \Longrightarrow\ \deg\partial_i p\le d.$$

Take a monomial $c\prod_j q_j^{s_j}$ of $p$. If $s_i=0$, its derivative vanishes. Otherwise the exponent $s_i$ drops by one, and the total degree with it. A sum has no higher degree than its largest term. In the code, `h3` is the count of exponents before and after.

```lean
/-- Differentiating a polynomial of degree at most `d + 1` leaves degree at most `d`. -/
theorem totalDegree_pderiv_le (i : Fin n) {d : ℕ} {p : MvPolynomial (Fin n) ℝ}
    (hp : p.totalDegree ≤ d + 1) : (pderiv i p).totalDegree ≤ d := by
  rw [p.as_sum, map_sum]
  apply totalDegree_finsetSum_le
  intro s hs
  rw [pderiv_monomial]
  by_cases h : s i = 0
  · simp [h]
  · have h1 := (le_totalDegree hs).trans hp
    have h2 : s - Finsupp.single i 1 + Finsupp.single i 1 = s :=
      tsub_add_cancel_of_le (Finsupp.single_le_iff.mpr (by omega))
    have h3 : s.sum (fun _ (e : ℕ) => e)
        = (s - Finsupp.single i 1).sum (fun _ (e : ℕ) => e) + 1 := by
      conv_lhs => rw [← h2]
      rw [Finsupp.sum_add_index' (h := fun _ (e : ℕ) => e) (fun _ => rfl)
        (fun _ _ _ => rfl), Finsupp.sum_single_index rfl]
    rw [h3] at h1
    exact (totalDegree_monomial_le _ _).trans (Nat.le_of_succ_le_succ h1)
```

## (c) Order of differentiation

Show that mixed derivatives commute:
$$\partial_i\partial_j p=\partial_j\partial_i p.$$

Build $p$ from constants by addition and by multiplication with coordinates. Only the product needs work:
$$\partial_i\partial_j(p\,q_k)=(\partial_i\partial_j p)\,q_k+\delta_{ki}\,\partial_j p+\delta_{kj}\,\partial_i p.$$
If the claim holds for $p$, the right side is symmetric in $i$ and $j$. The induction has these three cases.

```lean
/-- Mixed partial derivatives of a polynomial potential commute. -/
theorem pderiv_swap (i j : Fin n) (p : MvPolynomial (Fin n) ℝ) :
    pderiv i (pderiv j p) = pderiv j (pderiv i p) := by
  induction p using MvPolynomial.induction_on with
  | C a => simp
  | add p q hp hq => simp only [map_add, hp, hq]
  | mul_X p k hp =>
    simp only [Derivation.leibniz, smul_eq_mul, pderiv_coordinate, pderiv_C, map_add, hp]
    ring
```

## (d) Slope along an axis

Show that the ordinary derivative along axis $k$ is the partial derivative:
$$\frac{d}{dt}\,p(te_k)=(\partial_k p)(te_k).$$

The same induction works. Constants and sums are immediate. On the axis, $q_j$ equals $t$ if $j=k$ and 0 otherwise, so its slope is $\delta_{jk}$, and the product rule gives the same expression on both sides for $p\,q_j$.

```lean
/-- Along the axis of mode `k`, the rate of change of a polynomial is its partial
derivative with respect to `q_k`. -/
theorem hasDerivAt_axis (k : Fin n) (t : ℝ) (p : MvPolynomial (Fin n) ℝ) :
    HasDerivAt (fun s : ℝ => eval (Pi.single k s) p)
      (eval (Pi.single k t) (pderiv k p)) t := by
  induction p using MvPolynomial.induction_on with
  | C a =>
    simp only [eval_C, pderiv_C, map_zero]
    exact hasDerivAt_const t a
  | add p q hp hq =>
    simp only [map_add]
    exact hp.fun_add hq
  | mul_X p j hp =>
    have hj : HasDerivAt (fun s : ℝ => (Pi.single k s : Fin n → ℝ) j)
        (if j = k then 1 else 0) t := by
      by_cases h : j = k
      · subst h
        simp only [Pi.single_eq_same, if_true]
        exact hasDerivAt_id' t
      · simp only [Pi.single_eq_of_ne h, if_neg h]
        exact hasDerivAt_const t (0 : ℝ)
    simp only [map_mul, eval_X, Derivation.leibniz, smul_eq_mul, pderiv_coordinate,
      map_add, eval_C]
    exact (hp.fun_mul hj).congr_deriv (by ring)
```

## (e) The Hessian along an axis

For $\deg V\le4$, show that
$$H_{ij}(te_k)=H_{ij}(0)+t\,\phi_{ijk}+\tfrac12t^2\phi_{ijkk}.$$

By (b), $H_{ij}$ has degree at most 2, so $\partial_k^2H_{ij}$ is the constant $\phi_{ijkk}$. Integrating from 0 with (d) gives
$$(\partial_kH_{ij})(te_k)=\phi_{ijk}+t\,\phi_{ijkk},$$
and a second integration gives the claim.

The code replaces integration by uniqueness: in `uniq`, two functions with the same derivative and the same value at 0 are equal. The steps `h2` and `h1` are the first and second integrations.

```lean
/-- For a potential of degree at most 4, the Hessian at displacement `t` along mode `k` is
exactly `H_ij(0) + t φ_ijk + t²/2 φ_ijkk`. -/
theorem hess_on_axis {V : MvPolynomial (Fin n) ℝ} (hV : V.totalDegree ≤ 4)
    (i j k : Fin n) (t : ℝ) :
    hess V (Pi.single k t) i j
      = hess V 0 i j + t * cubic V i j k + t ^ 2 / 2 * quartic V i j k k := by
  -- functions with equal derivatives and equal initial values coincide
  have uniq : ∀ f g f' : ℝ → ℝ, (∀ s, HasDerivAt f (f' s) s) →
      (∀ s, HasDerivAt g (f' s) s) → f 0 = g 0 → ∀ s, f s = g s := by
    intro f g f' hf hg h0 s
    have hd : ∀ s, HasDerivAt (fun u => f u - g u) 0 s := fun s =>
      ((hf s).fun_sub (hg s)).congr_deriv (sub_self _)
    have h : f s - g s = f 0 - g 0 :=
      is_const_of_deriv_eq_zero (fun s => (hd s).differentiableAt)
        (fun s => (hd s).deriv) s 0
    linarith
  have hdeg : (pderiv j (pderiv i V)).totalDegree ≤ 2 :=
    totalDegree_pderiv_le j (totalDegree_pderiv_le i hV)
  unfold hess cubic quartic
  generalize pderiv j (pderiv i V) = W at hdeg ⊢
  -- the second derivative of a Hessian entry is constant
  have hC : pderiv k (pderiv k W) = C (coeff 0 (pderiv k (pderiv k W))) :=
    totalDegree_eq_zero_iff_eq_C.mp
      (Nat.le_zero.mp (totalDegree_pderiv_le k (totalDegree_pderiv_le k hdeg)))
  have hconst : ∀ s : ℝ, eval (Pi.single k s) (pderiv k (pderiv k W))
      = eval 0 (pderiv k (pderiv k W)) := by
    intro s
    rw [hC]
    simp only [eval_C]
  -- integrate twice along the axis
  have h2 : ∀ s : ℝ, eval (Pi.single k s) (pderiv k W)
      = eval 0 (pderiv k W) + s * eval 0 (pderiv k (pderiv k W)) :=
    uniq (fun s => eval (Pi.single k s) (pderiv k W))
      (fun s => eval 0 (pderiv k W) + s * eval 0 (pderiv k (pderiv k W)))
      (fun _ => eval 0 (pderiv k (pderiv k W)))
      (fun s => (hasDerivAt_axis k s _).congr_deriv (hconst s))
      (fun s => (((hasDerivAt_id' s).mul_const _).const_add _).congr_deriv (by ring))
      (by simp only [Pi.single_zero, zero_mul, add_zero])
  have h1 : eval (Pi.single k t) W = eval 0 W + t * eval 0 (pderiv k W)
      + t * t / 2 * eval 0 (pderiv k (pderiv k W)) :=
    uniq (fun s => eval (Pi.single k s) W)
      (fun s => eval 0 W + s * eval 0 (pderiv k W)
        + s * s / 2 * eval 0 (pderiv k (pderiv k W)))
      (fun s => eval (Pi.single k s) (pderiv k W))
      (fun s => hasDerivAt_axis k s W)
      (fun s => ((((hasDerivAt_id' s).mul_const _).const_add _).fun_add
        ((((hasDerivAt_id' s).fun_mul (hasDerivAt_id' s)).div_const 2).mul_const
          _)).congr_deriv (by rw [h2 s]; ring))
      (by simp only [Pi.single_zero, zero_mul, zero_div, add_zero]) t
  linear_combination h1
```

## (f) Cubic constants from two Hessians

For $\deg V\le4$ and $h\ne0$, show that
$$\phi_{ijk}=\frac{H_{ij}(he_k)-H_{ij}(-he_k)}{2h}.$$

Insert $t=\pm h$ in (e) and subtract. The constant and quadratic terms cancel, leaving $2h\,\phi_{ijk}$. The code clears the denominator and finishes with `ring`.

```lean
/-- For degree at most 4 and a nonzero step, the central difference of two Hessians is
exactly the cubic constant `φ_ijk`. -/
theorem cubic_eq {V : MvPolynomial (Fin n) ℝ} (hV : V.totalDegree ≤ 4) {h : ℝ}
    (hh : h ≠ 0) (i j k : Fin n) :
    cubic V i j k
      = (hess V (Pi.single k h) i j - hess V (Pi.single k (-h)) i j) / (2 * h) := by
  rw [hess_on_axis hV i j k h, hess_on_axis hV i j k (-h),
    eq_div_iff (mul_ne_zero two_ne_zero hh)]
  ring
```

## (g) Quartic constants from three Hessians

Under the same conditions, show that
$$\phi_{ijkk}=\frac{H_{ij}(he_k)+H_{ij}(-he_k)-2H_{ij}(0)}{h^2}.$$

Now add the two expansions. The linear terms cancel, and subtracting $2H_{ij}(0)$ leaves $h^2\phi_{ijkk}$.

```lean
/-- For degree at most 4 and a nonzero step, the second difference of three Hessians is
exactly the quartic constant `φ_ijkk`. -/
theorem quartic_eq {V : MvPolynomial (Fin n) ℝ} (hV : V.totalDegree ≤ 4) {h : ℝ}
    (hh : h ≠ 0) (i j k : Fin n) :
    quartic V i j k k = (hess V (Pi.single k h) i j + hess V (Pi.single k (-h)) i j
      - 2 * hess V 0 i j) / h ^ 2 := by
  rw [hess_on_axis hV i j k h, hess_on_axis hV i j k (-h),
    eq_div_iff (pow_ne_zero 2 hh)]
  ring
```

## (h) What the Hessians can distinguish

Let $V$ and $W$ have degree at most 4, and let $h\ne0$. Show that they have the same Hessians at all $2n+1$ points if and only if, for all $i,j,k$,
$$H^V_{ij}(0)=H^W_{ij}(0),\qquad \phi^V_{ijk}=\phi^W_{ijk},\qquad \phi^V_{ijkk}=\phi^W_{ijkk}.$$

Equal Hessians give equal constants by (f) and (g). Equal constants give equal Hessians by (e). The two branches after `constructor` are these two directions.

```lean
/-- For a nonzero step, two potentials of degree at most 4 have the same Hessians at the
`2n+1` points if and only if they share all harmonic constants, all cubic constants and
all quartic constants `φ_ijkk`. -/
theorem sameHessians_iff {V W : MvPolynomial (Fin n) ℝ} (hV : V.totalDegree ≤ 4)
    (hW : W.totalDegree ≤ 4) {h : ℝ} (hh : h ≠ 0) :
    SameHessians h V W ↔ (∀ i j, hess V 0 i j = hess W 0 i j) ∧
      (∀ i j k, cubic V i j k = cubic W i j k) ∧
      ∀ i j k, quartic V i j k k = quartic W i j k k := by
  constructor
  · rintro ⟨h0, h1⟩
    refine ⟨h0, fun i j k => ?_, fun i j k => ?_⟩
    · rw [cubic_eq hV hh, cubic_eq hW hh, (h1 k i j).1, (h1 k i j).2]
    · rw [quartic_eq hV hh, quartic_eq hW hh, (h1 k i j).1, (h1 k i j).2, h0]
  · rintro ⟨h0, h3, h4⟩
    refine ⟨h0, fun k i j => ⟨?_, ?_⟩⟩ <;>
      rw [hess_on_axis hV, hess_on_axis hW, h0, h3, h4]
```

## (i) A coupling that vanishes on every axis

For four distinct modes $a,b,c,d$ and $V=q_aq_bq_cq_d$, show that
$$H_{ij}(te_k)=0\ \text{ for all } i,j,k,t,\qquad\text{but}\qquad \phi_{abcd}=1.$$

Two derivatives either give zero or remove two different factors, as in $H_{ab}=q_cq_d$. A product of two different coordinates vanishes on an axis, where at most one coordinate is nonzero. Differentiating once by each of the four coordinates leaves 1.

In the code, `hx` is the vanishing of such a product, and `linear_combination` collects the six possible pairs.

```lean
/-- For four distinct modes, the potential `q_a q_b q_c q_d` has zero Hessian everywhere on
every coordinate axis, although its quartic constant `φ_abcd` is 1. -/
theorem four_mode_invisible {a b c d : Fin n} (hab : a ≠ b) (hac : a ≠ c) (had : a ≠ d)
    (hbc : b ≠ c) (hbd : b ≠ d) (hcd : c ≠ d) :
    (∀ k t i j, hess (X a * X b * X c * X d) (Pi.single k t) i j = 0) ∧
      quartic (X a * X b * X c * X d) a b c d = 1 := by
  obtain ⟨δ, hδ⟩ : ∃ δ : Fin n → Fin n → ℝ, ∀ p i,
      pderiv i (X p : MvPolynomial (Fin n) ℝ) = C (δ p i) :=
    ⟨fun p i => if p = i then 1 else 0, pderiv_coordinate⟩
  constructor
  · intro k t i j
    -- on an axis, the product of two different coordinates vanishes
    have hx : ∀ p q, p ≠ q →
        (Pi.single k t : Fin n → ℝ) p * (Pi.single k t : Fin n → ℝ) q = 0 := by
      intro p q hpq
      by_cases hp : p = k
      · have hq : q ≠ k := fun e => hpq (hp.trans e.symm)
        rw [Pi.single_eq_of_ne hq, mul_zero]
      · rw [Pi.single_eq_of_ne hp, zero_mul]
    unfold hess
    generalize (Pi.single k t : Fin n → ℝ) = x at hx ⊢
    simp only [Derivation.leibniz, smul_eq_mul, hδ, pderiv_C, map_add, map_mul, eval_X,
      eval_C, map_zero]
    linear_combination (δ c i * δ d j + δ d i * δ c j) * hx a b hab
      + (δ b i * δ d j + δ d i * δ b j) * hx a c hac
      + (δ b i * δ c j + δ c i * δ b j) * hx a d had
      + (δ a i * δ d j + δ d i * δ a j) * hx b c hbc
      + (δ a i * δ c j + δ c i * δ a j) * hx b d hbd
      + (δ a i * δ b j + δ b i * δ a j) * hx c d hcd
  · unfold quartic
    simp [Derivation.leibniz, pderiv_X_of_ne hab.symm, pderiv_X_of_ne hac.symm,
      pderiv_X_of_ne had.symm, pderiv_X_of_ne hbc.symm, pderiv_X_of_ne hbd.symm,
      pderiv_X_of_ne hcd.symm]
```

## (j) The limit of three modes

For fixed $h\ne0$, show that
$$\big(\text{equal Hessians}\Rightarrow\phi^V_{ijkl}=\phi^W_{ijkl}\ \text{for all }i,j,k,l\big)\iff n\le3,$$
where the left side ranges over all $V,W$ of degree at most 4 and the Hessians are compared at the $2n+1$ points.

If $n\ge4$, compare the product in (i) with the zero potential: their Hessians agree, but $\phi_{abcd}$ is 1 for one and 0 for the other. The code uses modes 0, 1, 2 and 3. Neither of these potentials has a bound state, but the ambiguity does not depend on that: adding the product to any potential of degree at most 4 leaves all these Hessians unchanged and raises $\phi_{abcd}$ by 1.

If $n\le3$, two of the four indices coincide. By (c) they can be moved to the end, and (h) applies. The steps `s12`, `s23` and `s34` exchange neighbouring indices, and `rcases` runs through the six possible coincidences.

```lean
/-- For a nonzero step, the Hessians at the `2n+1` points determine every quartic constant
of all potentials of degree at most 4 if and only if there are at most three modes. -/
theorem quartic_determined_iff {h : ℝ} (hh : h ≠ 0) :
    (∀ V W : MvPolynomial (Fin n) ℝ, V.totalDegree ≤ 4 → W.totalDegree ≤ 4 →
      SameHessians h V W → ∀ i j k l, quartic V i j k l = quartic W i j k l) ↔ n ≤ 3 := by
  constructor
  · intro H
    by_contra hn
    have ne : ∀ (p q : ℕ) (hp : p < n) (hq : q < n), p ≠ q →
        (⟨p, hp⟩ : Fin n) ≠ ⟨q, hq⟩ := fun _ _ _ _ h e => h (congrArg Fin.val e)
    obtain ⟨a, b, c, d, hab, hac, had, hbc, hbd, hcd⟩ : ∃ a b c d : Fin n,
        a ≠ b ∧ a ≠ c ∧ a ≠ d ∧ b ≠ c ∧ b ≠ d ∧ c ≠ d :=
      ⟨⟨0, by omega⟩, ⟨1, by omega⟩, ⟨2, by omega⟩, ⟨3, by omega⟩,
        ne _ _ _ _ (by norm_num), ne _ _ _ _ (by norm_num), ne _ _ _ _ (by norm_num),
        ne _ _ _ _ (by norm_num), ne _ _ _ _ (by norm_num), ne _ _ _ _ (by norm_num)⟩
    -- the four-mode product cannot be told from the zero potential
    obtain ⟨hz, h1⟩ := four_mode_invisible hab hac had hbc hbd hcd
    have hdeg : (X a * X b * X c * X d : MvPolynomial (Fin n) ℝ).totalDegree ≤ 4 := by
      have t1 := totalDegree_mul (X a * X b * X c : MvPolynomial (Fin n) ℝ) (X d)
      have t2 := totalDegree_mul (X a * X b : MvPolynomial (Fin n) ℝ) (X c)
      have t3 := totalDegree_mul (X a : MvPolynomial (Fin n) ℝ) (X b)
      simp only [totalDegree_X] at t1 t2 t3
      omega
    have h0 : ∀ x i j, hess (0 : MvPolynomial (Fin n) ℝ) x i j = 0 := by
      intro x i j
      simp [hess]
    have hz0 : ∀ i j, hess (X a * X b * X c * X d) 0 i j = 0 := fun i j => by
      simpa only [Pi.single_zero] using hz a 0 i j
    have key := H _ 0 hdeg (by simp)
      ⟨fun i j => (hz0 i j).trans (h0 _ i j).symm, fun k i j =>
        ⟨(hz k h i j).trans (h0 _ i j).symm, (hz k (-h) i j).trans (h0 _ i j).symm⟩⟩
      a b c d
    rw [h1] at key
    simp [quartic] at key
  · intro hn V W hV hW hs i j k l
    obtain ⟨-, -, h4⟩ := (sameHessians_iff hV hW hh).mp hs
    have s12 : ∀ (U : MvPolynomial (Fin n) ℝ) (i j k l : Fin n),
        quartic U i j k l = quartic U j i k l := fun U i j k l => by
      unfold quartic
      rw [pderiv_swap j i U]
    have s23 : ∀ (U : MvPolynomial (Fin n) ℝ) (i j k l : Fin n),
        quartic U i j k l = quartic U i k j l := fun U i j k l => by
      unfold quartic
      rw [pderiv_swap k j (pderiv i U)]
    have s34 : ∀ (U : MvPolynomial (Fin n) ℝ) (i j k l : Fin n),
        quartic U i j k l = quartic U i j l k := fun U i j k l => by
      unfold quartic
      rw [pderiv_swap l k (pderiv j (pderiv i U))]
    -- with at most three modes, two of the four indices coincide
    have hp : i = j ∨ i = k ∨ i = l ∨ j = k ∨ j = l ∨ k = l := by
      simp only [Fin.ext_iff]
      omega
    rcases hp with e | e | e | e | e | e <;> subst e
    · rw [s23 V, s34 V, s12 V, s23 V, s23 W, s34 W, s12 W, s23 W]
      exact h4 _ _ _
    · rw [s34 V, s12 V, s23 V, s34 W, s12 W, s23 W]
      exact h4 _ _ _
    · rw [s12 V, s23 V, s12 W, s23 W]
      exact h4 _ _ _
    · rw [s34 V, s23 V, s34 W, s23 W]
      exact h4 _ _ _
    · rw [s23 V, s23 W]
      exact h4 _ _ _
    · exact h4 _ _ _

end

end QuarticForceField
```

```lean
#print axioms QuarticForceField.quartic_determined_iff
```

```
'QuarticForceField.quartic_determined_iff' depends on axioms: [propext, Classical.choice, Quot.sound]
```

## Thirteen Hessians for formaldehyde

Formaldehyde has six modes. After a harmonic analysis, one computes Hessians at the minimum and at $\pm h$ along each normal coordinate, thirteen in all if symmetry is not used. One transforms them to normal coordinates and forms the differences in (f) and (g). There are fifteen choices of four different modes. Symmetry makes some of the corresponding constants vanish, and these Hessians say nothing about the others.

The potential of a molecule does not end at degree 4, and computed Hessians carry numerical noise, which (f) divides by $2h$ and (g) by $h^2$. On a smooth real surface, higher derivatives add leading errors $\tfrac{h^2}{6}\partial_k^3H_{ij}(0)$ to (f) and $\tfrac{h^2}{12}\partial_k^4H_{ij}(0)$ to (g).

Besides cubic constants, the usual second-order anharmonicity constants for nondegenerate modes involve quartic ones, but of these only $\phi_{iiii}$ and $\phi_{iijj}$, which the differences supply. A resonance between the combination levels $\nu_a+\nu_b$ and $\nu_c+\nu_d$ also involves $\phi_{abcd}$, which Hessians on the axes do not supply. It can be obtained from Hessians at geometries off the axes, or from higher derivatives.
